# Lie–Trotter splitting of a matrix exponential is exact at all times if and only if the two matrices commute

## Can a split step be exact when the terms don't commute?

Take the matrices
$$A=\begin{pmatrix}0&1\\0&0\end{pmatrix},\qquad B=\begin{pmatrix}0&0\\1&0\end{pmatrix}.$$
Both square to zero, so $e^{tA}e^{tB}=(1+tA)(1+tB)=1+t(A+B)+t^2AB$. The coefficient of $t^2$ is $AB=\mathrm{diag}(1,0)$. In $e^{t(A+B)}$ it is $\tfrac12(A+B)^2=\tfrac12\,\mathrm{diag}(1,1)$. The two evolutions part at second order, and I can see that the order of the factors is to blame.

Then I tried a spin with Hamiltonian $3\pi\sigma_z+4\pi\sigma_x$, in units with $\hbar=1$, and propagated it by one split step of length $t=1$. The result was exactly right, although $\sigma_z$ and $\sigma_x$ don't commute. So what does an exact split step tell me about the two terms?

## At a single time very little, near $t=0$ everything

Your spin result is correct, and it is a coincidence of that step length. If the split and the exact evolution agree for all $t$ in some interval around $0$, however short, the two terms must commute. Conversely, if they commute, the splitting is exact at every time.

This bears on split-operator propagation and on Trotterised quantum simulation, for a time-independent Hamiltonian represented by a finite matrix: unless the terms commute, there are arbitrarily short steps with a splitting error. The statement concerns a single split step with two factors, one for each term. The symmetric step with three factors, which many split-operator codes use, is not treated here. The Lie–Trotter product formula, about the limit of many ever shorter steps, is a different result and is not needed here.

### The commutator appears in the second derivative

Let $A$ and $B$ be complex $n\times n$ matrices, and set $F(t)=e^{tA}e^{tB}$ and $G(t)=e^{t(A+B)}$. The product rule gives
$$F'(t)=e^{tA}A\,e^{tB}+e^{tA}B\,e^{tB}=e^{tA}(A+B)e^{tB}.$$
Here $A$ was written to the right of $e^{tA}$ and $B$ to the left of $e^{tB}$, which is allowed because each matrix commutes with its own exponential. At $t=0$ this is $A+B$, the same as $G'(0)$, so the first derivative carries no information. Differentiating again and setting $t=0$,
$$F''(0)=A(A+B)+(A+B)B=A^2+2AB+B^2,$$
$$G''(0)=(A+B)^2=A^2+AB+BA+B^2.$$

If $F=G$ near $0$, then $F'=G'$ near $0$, and therefore $F''(0)=G''(0)$. Subtracting the two lines leaves $AB-BA=0$.

One wrong move hides all this: writing $F'(t)=(A+B)F(t)$. That pulls $B$ through $e^{tA}$, which already assumes what is to be shown. The second derivative then comes out as $(A+B)^2$ on both sides, and the comparison says nothing.

For the converse, let $AB=BA$. The binomial theorem then holds for $(A+B)^m$, and
$$e^{t(A+B)}=\sum_{m}\frac{t^m}{m!}\sum_{j=0}^{m}\frac{m!}{j!\,(m-j)!}A^jB^{m-j}=\sum_{j}\frac{(tA)^j}{j!}\sum_{l}\frac{(tB)^l}{l!}=e^{tA}e^{tB},$$
with $l=m-j$. The rearrangement is permitted because the series converge absolutely.

For quantum evolution under $T+V$, put $A=-iT$ and $B=-iV$. Then $AB=-TV$ and $BA=-VT$, so $A$ and $B$ commute exactly when $T$ and $V$ do. For Hermitian terms this means that they have a common eigenbasis.

### Why your spin comes out right at $t=1$

Suppose a two-level Hamiltonian has the form $H=UDW$ with $UW=1$ and $D=\mathrm{diag}(k\pi,-k\pi)$, where $k$ is a natural number. Then
$$e^{-iH}=U\,\mathrm{diag}(e^{-ik\pi},e^{ik\pi})\,W=(-1)^k\,UW=(-1)^k.$$
Both levels pick up the same phase, and the eigenvectors drop out.

Your three Hamiltonians are all of this kind:

- $3\pi\sigma_z$ has eigenvalues $\pm3\pi$, so its propagator at $t=1$ is $-1$.
- $4\pi\sigma_x$ has eigenvalues $\pm4\pi$ with normalised eigenvectors $(1,1)/\sqrt2$ and $(1,-1)/\sqrt2$, so its propagator is $1$.
- The sum has eigenvalues $\pm5\pi$, because $3^2+4^2=5^2$, with normalised eigenvectors $(2,1)/\sqrt5$ and $(-1,2)/\sqrt5$. Its propagator is $-1$.

The split step gives $(-1)\cdot 1=-1$, which is the exact answer. Yet the commutator of the two terms is $12\pi^2[\sigma_z,\sigma_x]=24\pi^2 i\sigma_y\neq0$.

So agreement at $t=1$ does not imply commutation. Taking powers shows that this pair even agrees at every integer time, so that condition is too weak as well. The error shows at $t=\tfrac12$, where the split product is $i\sigma_z$, while the exact propagator is $-i(3\sigma_z+4\sigma_x)/5$. Two such half steps in a row give $(i\sigma_z)^2=-1$, which is again exact at $t=1$, so halving the step and comparing only at $t=1$ would not reveal it. These observations about other times are supplementary calculations; the code below treats only $t=1$ for this pair.

### What the theorems say

A `Matrix n n ℂ` is a complex square matrix whose rows and columns are labelled by a finite type `n`. The expression `exp (t • A)` is the matrix exponential of $tA$ with real $t$. The operator norm opened at the top gives derivatives a meaning and does not enter the results.

- `commute_of_exact_near_zero` assumes the equality under `∀ᶠ t : ℝ in 𝓝 0`, which reads "for all real $t$ in some neighbourhood of $0$", and concludes $AB=BA$.
- `split_exact_iff_commute` is the equivalence for all real $t$. The matrices are arbitrary; they need be neither Hermitian nor anti-Hermitian.
- `propagator H t` is $e^{-itH}$ with $\hbar=1$, and `propagator_split_iff` is the equivalence for propagators. The letters `T` and `V` suggest kinetic and potential energy, but they too stand for any two matrices.
- `propagator_two_level` is the phase calculation above. Its `U` need not be unitary, despite the letter; `W` is simply its inverse.
- `exact_at_one_time_without_commuting` states four facts about `zTerm` ($3\pi\sigma_z$) and `xTerm` ($4\pi\sigma_x$): each is Hermitian, they don't commute, and their split propagator is exact at $t=1$.

The step to a real particle that the hypotheses leave open is the one from a finite basis or grid to the continuum. There the kinetic energy is an unbounded operator, and both the exponential and the commutator need more care.

```lean
import Mathlib

open Matrix Topology
open NormedSpace (exp)
open scoped Matrix.Norms.Operator

namespace LieTrotterExactness

noncomputable section

variable {n : Type*} [Fintype n] [DecidableEq n]

/-- The split evolution `exp(tA) exp(tB)` has time derivative `exp(tA) (A + B) exp(tB)`. -/
theorem hasDerivAt_split (A B : Matrix n n ℂ) (t : ℝ) :
    HasDerivAt (fun s : ℝ => exp (s • A) * exp (s • B))
      (exp (t • A) * (A + B) * exp (t • B)) t := by
  have hA : HasDerivAt (fun s : ℝ => exp (s • A)) (exp (t • A) * A) t := by
    apply hasDerivAt_exp_smul_const
  have hB : HasDerivAt (fun s : ℝ => exp (s • B)) (B * exp (t • B)) t := by
    apply hasDerivAt_exp_smul_const'
  exact (hA.fun_mul hB).congr_deriv (by noncomm_ring)

/-- At `t = 0` the time derivative of `exp(tA) (A + B) exp(tB)` is `A (A + B) + (A + B) B`: every
`A` stands to the left of every `B` in the mixed terms. -/
theorem hasDerivAt_split_second (A B : Matrix n n ℂ) :
    HasDerivAt (fun s : ℝ => exp (s • A) * (A + B) * exp (s • B))
      (A * (A + B) + (A + B) * B) 0 := by
  have hA : HasDerivAt (fun s : ℝ => exp (s • A)) (exp ((0 : ℝ) • A) * A) 0 := by
    apply hasDerivAt_exp_smul_const
  have hB : HasDerivAt (fun s : ℝ => exp (s • B)) (B * exp ((0 : ℝ) • B)) 0 := by
    apply hasDerivAt_exp_smul_const'
  refine ((hA.mul_const (A + B)).fun_mul hB).congr_deriv ?_
  simp only [zero_smul, NormedSpace.exp_zero]
  noncomm_ring

/-- If the split evolution agrees with the exact one for all times in some neighbourhood of
`t = 0`, then `A` and `B` commute. -/
theorem commute_of_exact_near_zero (A B : Matrix n n ℂ)
    (h : ∀ᶠ t : ℝ in 𝓝 0, exp (t • A) * exp (t • B) = exp (t • (A + B))) :
    A * B = B * A := by
  have hC : ∀ t : ℝ, HasDerivAt (fun s : ℝ => exp (s • (A + B)))
      (exp (t • (A + B)) * (A + B)) t := by
    intro t
    apply hasDerivAt_exp_smul_const
  have hfg : (fun t : ℝ => exp (t • A) * exp (t • B)) =ᶠ[𝓝 0]
      (fun t : ℝ => exp (t • (A + B))) := h
  -- the first derivatives agree near zero
  have h1 := hfg.deriv
  rw [funext fun t => (hasDerivAt_split A B t).deriv, funext fun t => (hC t).deriv] at h1
  -- hence the second derivatives agree at zero
  have h2 := h1.deriv_eq
  rw [(hasDerivAt_split_second A B).deriv, ((hC 0).mul_const (A + B)).deriv] at h2
  simp only [zero_smul, NormedSpace.exp_zero, one_mul] at h2
  linear_combination (norm := noncomm_ring) h2

/-- Lie-Trotter splitting is exact at all real times if and only if the two generators
commute. -/
theorem split_exact_iff_commute (A B : Matrix n n ℂ) :
    (∀ t : ℝ, exp (t • A) * exp (t • B) = exp (t • (A + B))) ↔ A * B = B * A := by
  constructor
  · intro h
    exact commute_of_exact_near_zero A B (Filter.Eventually.of_forall h)
  · intro h t
    have h' : Commute A B := h
    have hc : Commute (t • A) (t • B) := (h'.smul_right t).smul_left t
    rw [smul_add, Matrix.exp_add_of_commute _ _ hc]

/-- The propagator `exp(-i t H)` of a Hamiltonian matrix `H`, in units with `ħ = 1`. -/
def propagator (H : Matrix n n ℂ) (t : ℝ) : Matrix n n ℂ :=
  exp (t • ((-Complex.I) • H))

/-- The propagator of `T + V` is the product of the propagators of `T` and `V` at all times
if and only if `T` and `V` commute. -/
theorem propagator_split_iff (T V : Matrix n n ℂ) :
    (∀ t : ℝ, propagator T t * propagator V t = propagator (T + V) t) ↔ T * V = V * T := by
  have key := split_exact_iff_commute ((-Complex.I) • T) ((-Complex.I) • V)
  rw [← smul_add] at key
  have hI : -Complex.I * -Complex.I = -1 := by
    rw [neg_mul_neg, Complex.I_mul_I]
  -- the two factors `-i` only contribute a common sign to both products
  have hc : ∀ X Y : Matrix n n ℂ,
      ((-Complex.I) • X) * ((-Complex.I) • Y) = -(X * Y) := by
    intro X Y
    rw [Matrix.smul_mul, Matrix.mul_smul, smul_smul, hI, neg_smul, one_smul]
  rw [hc T V, hc V T, neg_inj] at key
  exact key

/-- A two-level Hamiltonian diagonalised by `U`, with inverse `W`, and with eigenvalues `kπ` and
`-kπ` for a natural number `k`, has the propagator `(-1)^k` at time `t = 1`. -/
theorem propagator_two_level (U W : Matrix (Fin 2) (Fin 2) ℂ) (h : U * W = 1) (k : ℕ) :
    propagator (U * !![(k : ℂ) * Real.pi, 0; 0, -((k : ℂ) * Real.pi)] * W) 1
      = ((-1 : ℂ) ^ k) • (1 : Matrix (Fin 2) (Fin 2) ℂ) := by
  have hW : U⁻¹ = W := Matrix.inv_eq_right_inv h
  have hU : IsUnit U := ⟨⟨U, W, h, mul_eq_one_comm.mp h⟩, rfl⟩
  -- the two phase factors coincide
  have hb : Complex.exp ((k : ℂ) * (Real.pi * Complex.I)) = (-1) ^ k := by
    rw [Complex.exp_nat_mul, Complex.exp_pi_mul_I]
  have ha : Complex.exp (-((k : ℂ) * (Real.pi * Complex.I))) = (-1) ^ k := by
    rw [Complex.exp_neg, hb, ← inv_pow, inv_neg, inv_one]
  have hd : (-Complex.I) • !![(k : ℂ) * Real.pi, 0; 0, -((k : ℂ) * Real.pi)]
      = diagonal ![-((k : ℂ) * (Real.pi * Complex.I)), (k : ℂ) * (Real.pi * Complex.I)] := by
    ext i j
    fin_cases i <;> fin_cases j <;> simp <;> ring
  have hD : exp (diagonal ![-((k : ℂ) * (Real.pi * Complex.I)),
      (k : ℂ) * (Real.pi * Complex.I)]) = ((-1 : ℂ) ^ k) • 1 := by
    rw [Matrix.exp_diagonal, Matrix.smul_one_eq_diagonal]
    congr 1
    funext i
    rw [Pi.coe_exp, ← Complex.exp_eq_exp_ℂ]
    fin_cases i
    exacts [ha, hb]
  rw [propagator, one_smul, ← Matrix.smul_mul, ← Matrix.mul_smul, hd, ← hW,
    Matrix.exp_conj _ _ hU, hD, hW, Matrix.mul_smul, mul_one, Matrix.smul_mul, h]

/-- The two-level Hamiltonian `3π σz`. -/
def zTerm : Matrix (Fin 2) (Fin 2) ℂ := !![3 * Real.pi, 0; 0, -(3 * Real.pi)]

/-- The two-level Hamiltonian `4π σx`. -/
def xTerm : Matrix (Fin 2) (Fin 2) ℂ := !![0, 4 * Real.pi; 4 * Real.pi, 0]

/-- Exactness at one nonzero time does not imply commutation: `3π σz` and `4π σx` are Hermitian
and do not commute, yet their split propagator is exact at `t = 1`. -/
theorem exact_at_one_time_without_commuting :
    zTerm.IsHermitian ∧ xTerm.IsHermitian ∧ zTerm * xTerm ≠ xTerm * zTerm ∧
      propagator zTerm 1 * propagator xTerm 1 = propagator (zTerm + xTerm) 1 := by
  refine ⟨?_, ?_, ?_, ?_⟩
  · refine Matrix.IsHermitian.ext fun i j => ?_
    fin_cases i <;> fin_cases j <;> simp [zTerm, mul_comm]
  · refine Matrix.IsHermitian.ext fun i j => ?_
    fin_cases i <;> fin_cases j <;> simp [xTerm, mul_comm]
  · intro h
    have hpi : (Real.pi : ℂ) ≠ 0 := by exact_mod_cast Real.pi_ne_zero
    have h01 := congrFun (congrFun h 0) 1
    rw [zTerm, xTerm, Matrix.mul_fin_two, Matrix.mul_fin_two] at h01
    change (3 * Real.pi : ℂ) * (4 * Real.pi) + 0 * 0
      = 0 * 0 + (4 * Real.pi) * -(3 * Real.pi) at h01
    have h0 : (Real.pi : ℂ) ^ 2 = 0 := by linear_combination h01 / 24
    exact pow_ne_zero 2 hpi h0
  · -- diagonalise the three Hamiltonians; their eigenvalues are ±3π, ±4π and ±5π
    have hz := propagator_two_level 1 1 (one_mul 1) 3
    have hx := propagator_two_level !![1, 1; 1, -1] !![1/2, 1/2; 1/2, -1/2]
      (by rw [Matrix.mul_fin_two, Matrix.one_fin_two]; norm_num) 4
    have hs := propagator_two_level !![2, -1; 1, 2] !![2/5, 1/5; -1/5, 2/5]
      (by rw [Matrix.mul_fin_two, Matrix.one_fin_two]; norm_num) 5
    have ez : 1 * !![((3 : ℕ) : ℂ) * Real.pi, 0; 0, -(((3 : ℕ) : ℂ) * Real.pi)] * 1
        = zTerm := by
      rw [one_mul, mul_one, zTerm, Nat.cast_ofNat]
    have ex : !![1, 1; 1, -1] * !![((4 : ℕ) : ℂ) * Real.pi, 0; 0, -(((4 : ℕ) : ℂ) * Real.pi)]
        * !![1/2, 1/2; 1/2, -1/2] = xTerm := by
      rw [Matrix.mul_fin_two, Matrix.mul_fin_two, xTerm, Nat.cast_ofNat]
      congr 1
      ring_nf
    have es : !![2, -1; 1, 2] * !![((5 : ℕ) : ℂ) * Real.pi, 0; 0, -(((5 : ℕ) : ℂ) * Real.pi)]
        * !![2/5, 1/5; -1/5, 2/5] = zTerm + xTerm := by
      rw [Matrix.mul_fin_two, Matrix.mul_fin_two, zTerm, xTerm, Nat.cast_ofNat]
      ext i j
      fin_cases i <;> fin_cases j <;> simp <;> ring
    rw [ez] at hz
    rw [ex] at hx
    rw [es] at hs
    rw [hz, hx, hs, Matrix.smul_mul, one_mul, smul_smul]
    norm_num

end

end LieTrotterExactness
```

```lean
#print axioms LieTrotterExactness.split_exact_iff_commute
#print axioms LieTrotterExactness.propagator_split_iff
#print axioms LieTrotterExactness.exact_at_one_time_without_commuting
```

```
'LieTrotterExactness.split_exact_iff_commute' depends on axioms: [propext, Classical.choice, Quot.sound]
'LieTrotterExactness.propagator_split_iff' depends on axioms: [propext, Classical.choice, Quot.sound]
'LieTrotterExactness.exact_at_one_time_without_commuting' depends on axioms: [propext, Classical.choice, Quot.sound]
```

### From the derivatives to the Lean proof

`hasDerivAt_split` is the formula for $F'(t)$. Mathlib has the derivative of $e^{tA}$ in two versions, with the matrix to the right or to the left of the exponential. The proof takes the right-hand version for $A$ and the left-hand one for $B$, so that $A+B$ ends up in the middle. The tactic `noncomm_ring` then collects terms without ever exchanging factors. `hasDerivAt_split_second` applies the product rule once more at $t=0$, where both exponentials become $1$.

In `commute_of_exact_near_zero`, the hypothesis is read as an equality of two functions near $0$. The step `hfg.deriv` turns it into equality of their derivatives near $0$, and `h1.deriv_eq` gives equality of the second derivatives at $0$. This is where a whole neighbourhood is used, since a value at one point would say nothing about derivatives. After simplification, `h2` reads $A(A+B)+(A+B)B=(A+B)(A+B)$, and the last line extracts $AB=BA$ from it.

The forward half of `split_exact_iff_commute` follows at once, because an equality for all $t$ holds in particular near $0$. For the other half, commutation passes from $A$ and $B$ to $tA$ and $tB$, and `Matrix.exp_add_of_commute` supplies the rule that was derived above from the binomial theorem.

`propagator_split_iff` applies this equivalence to $-iT$ and $-iV$. Its auxiliary fact `hc` says that the two factors $-i$ multiply to $-1$, a sign that both orderings share and that `neg_inj` removes.

In `propagator_two_level`, `hb` obtains $e^{ik\pi}=(-1)^k$ from $e^{i\pi}=-1$, and `ha` gets the same value for $e^{-ik\pi}$ by taking the inverse. The exponential of the diagonal matrix is then $(-1)^k$ times the identity, and `Matrix.exp_conj` moves the exponential inside the change of basis.

The final theorem checks Hermiticity entry by entry. For non-commutation it compares the upper right entries of the two products, $12\pi^2$ and $-12\pi^2$; their equality would force $\pi^2=0$. For exactness it uses the two-level lemma with $k=3,4,5$. For $k=3$ the change of basis is the identity. For $k=4$ and $k=5$ the columns of the first matrix supplied are the eigenvectors listed above without their normalisation, which does no harm because the exact inverse is supplied with each. What remains is $(-1)^3(-1)^4=(-1)^5$.
